# Johnson's alloy rule is preserved when linear embedding terms are traded against pair potentials

In an embedded-atom alloy, species A has an embedding function F_A and a density function f_A, and species A and B interact through a pair potential φ_AB. For any real constants c_A, consider the change

F_A(ρ) → F_A(ρ) + c_A ρ,  φ_AB → φ_AB − c_A f_B − c_B f_A.

Where all densities are nonzero, Johnson's rule

φ_AB = (f_B φ_AA/f_A + f_A φ_BB/f_B)/2

holds after the change exactly when it held before. If it holds at all interatomic distances of a finite cluster, the energy is a sum of site energies, each of which the change leaves alone.

In Lean 4 with Mathlib:

```lean
import Mathlib

open Finset

namespace EmbeddedAtomAlloy

noncomputable section
```

This loads Mathlib and opens a namespace.

```lean
/-- An embedded-atom alloy model: embedding functions `F A`, density functions `f A` and
pair potentials `phi A B` for the species `A`, `B` in `S`. -/
structure Model (S : Type*) where
  F : S → ℝ → ℝ
  f : S → ℝ → ℝ
  phi : S → S → ℝ → ℝ
```

A `Model` bundles the three families of functions. `S` is the set of species, and `phi A B r` is φ_AB(r). No symmetry of φ in A and B is assumed.

```lean
variable {S : Type*}

/-- The transformation that adds `c A * ρ` to the embedding function of species `A` and
subtracts `c A * f B + c B * f A` from the pair potential of `A` and `B`. -/
def Model.gauge (P : Model S) (c : S → ℝ) : Model S where
  F A ρ := P.F A ρ + c A * ρ
  f := P.f
  phi A B r := P.phi A B r - c A * P.f B r - c B * P.f A r
```

`P.gauge c` is the changed model. The constants c_A express a freedom of bookkeeping: how much energy linear in density is counted as embedding and how much as pair interaction.

```lean
/-- Johnson's mixture of the elemental pair potentials of `A` and `B` at distance `r`,
meant for densities `f A` and `f B` that are nonzero at `r`. -/
def Model.johnsonPair (P : Model S) (A B : S) (r : ℝ) : ℝ :=
  (P.f B r / P.f A r * P.phi A A r + P.f A r / P.f B r * P.phi B B r) / 2
```

This is the right-hand side of Johnson's rule, called J_AB(r) below.

```lean
/-- Johnson's rule at distance `r`: all density functions are nonzero there, and every pair
potential equals Johnson's mixture of the elemental ones. -/
def Model.JohnsonAt (P : Model S) (r : ℝ) : Prop :=
  (∀ A, P.f A r ≠ 0) ∧ ∀ A B, P.phi A B r = P.johnsonPair A B r
```

`JohnsonAt r` is a proposition about one distance: every density is nonzero there, and φ_AB = J_AB for all A and B. The rule is a postulate that builds cross potentials from elemental ones.

## The rule before and after

```lean
/-- Where both densities are nonzero, Johnson's mixture is shifted by the transformation
by the same amount as the pair potential of `A` and `B`. -/
theorem johnsonPair_gauge (P : Model S) (c : S → ℝ) {A B : S} {r : ℝ}
    (hA : P.f A r ≠ 0) (hB : P.f B r ≠ 0) :
    (P.gauge c).johnsonPair A B r
      = P.johnsonPair A B r - c A * P.f B r - c B * P.f A r := by
  have h1 : P.f B r / P.f A r * P.f A r = P.f B r := div_mul_cancel₀ _ hA
  have h2 : P.f A r / P.f B r * P.f B r = P.f A r := div_mul_cancel₀ _ hB
  simp only [Model.johnsonPair, Model.gauge]
  linear_combination (-c A) * h1 + (-c B) * h2
```

Since φ_AA becomes φ_AA − 2c_A f_A, the first term of J_AB changes by −(f_B/f_A)·2c_A f_A/2 = −c_A f_B. The second changes by −c_B f_A.

The proof turns on `linear_combination`. Given known equations and coefficients, it checks by ring algebra that the goal is their weighted sum. Ring algebra alone will not cancel (f_B/f_A)·f_A, because that needs f_A ≠ 0. The cancellations are therefore supplied as `h1` and `h2`, with coefficients −c_A and −c_B.

```lean
/-- Johnson's rule holds at distance `r` after the transformation exactly when it held
before. -/
theorem johnsonAt_gauge_iff (P : Model S) (c : S → ℝ) (r : ℝ) :
    (P.gauge c).JohnsonAt r ↔ P.JohnsonAt r := by
  have e : ∀ A B, (P.gauge c).phi A B r
      = P.phi A B r - c A * P.f B r - c B * P.f A r := fun _ _ => rfl
  constructor
  · rintro ⟨hf, h⟩
    refine ⟨hf, fun A B => ?_⟩
    have h1 := h A B
    have h2 := johnsonPair_gauge P c (hf A) (hf B)
    linarith [e A B]
  · rintro ⟨hf, h⟩
    refine ⟨hf, fun A B => ?_⟩
    have h1 := h A B
    have h2 := johnsonPair_gauge P c (hf A) (hf B)
    linarith [e A B]
```

Both φ_AB and J_AB shift by the same amount, so their difference is unchanged and vanishes after the change exactly when it vanished before. Each direction of `↔` is closed by `linarith`, which does this linear arithmetic.

```lean
/-- If all densities are nonzero at `r`, Johnson's rule holds there exactly when some
transformation makes every pair potential vanish at `r`. -/
theorem johnsonAt_iff_exists_gauge (P : Model S) (r : ℝ) (hf : ∀ A, P.f A r ≠ 0) :
    P.JohnsonAt r ↔ ∃ c : S → ℝ, ∀ A B, (P.gauge c).phi A B r = 0 := by
  constructor
  · rintro ⟨_, h⟩
    -- the elemental potentials fix the coefficients
    refine ⟨fun A => P.phi A A r / (2 * P.f A r), fun A B => ?_⟩
    have h1 := h A B
    simp only [Model.johnsonPair] at h1
    simp only [Model.gauge]
    linear_combination h1
  · rintro ⟨c, hc⟩
    -- vanishing potentials obey the rule, and the rule can be carried back
    exact (johnsonAt_gauge_iff P c r).1 ⟨hf, fun A B => by simp [Model.johnsonPair, hc]⟩
```

If the rule holds at r, take c_A = φ_AA/(2f_A). Then

c_A f_B + c_B f_A = J_AB = φ_AB,

and every changed pair potential is zero at r. Conversely, zero potentials obey the rule, and the previous theorem carries it back. The constants may differ from one r to another.

```lean
/-- Let two different species have nonzero densities at `r`. If a linear mixing rule with fixed
weights `a`, `b` holds at `r` after every transformation, the weights are Johnson's. -/
theorem mixing_weights_unique (P : Model S) {A B : S} (hAB : A ≠ B) {r : ℝ}
    (hA : P.f A r ≠ 0) (hB : P.f B r ≠ 0) (a b : ℝ)
    (h : ∀ c : S → ℝ, (P.gauge c).phi A B r
      = a * (P.gauge c).phi A A r + b * (P.gauge c).phi B B r) :
    a = P.f B r / (2 * P.f A r) ∧ b = P.f A r / (2 * P.f B r) := by
  classical
  -- compare no transformation with one acting on a single species
  have h0 := h (fun _ => 0)
  have h1 := h (fun X => if X = A then 1 else 0)
  have h2 := h (fun X => if X = B then 1 else 0)
  simp only [Model.gauge, if_true, if_neg hAB, if_neg hAB.symm] at h0 h1 h2
  constructor
  · rw [eq_div_iff (mul_ne_zero two_ne_zero hA)]
    linear_combination h1 - h0
  · rw [eq_div_iff (mul_ne_zero two_ne_zero hB)]
    linear_combination h2 - h0
```

Suppose φ_AB = a φ_AA + b φ_BB holds at r after every change, with the same a and b. Compare c = 0 with c_A = 1 and all other constants zero: subtraction gives f_B = 2a f_A. Acting on B alone gives f_A = 2b f_B. These are Johnson's weights.

## Energy atom by atom

```lean
variable {ι X : Type*} [Fintype ι] [DecidableEq ι] [MetricSpace X]

/-- The density at atom `i` due to all other atoms, for species `s` and positions `x`. -/
def Model.density (P : Model S) (s : ι → S) (x : ι → X) (i : ι) : ℝ :=
  ∑ j ∈ univ.erase i, P.f (s j) (dist (x i) (x j))
```

Atoms are labelled by a finite type `ι`, with species s(i) and positions x(i) in a metric space. Write r_ij for the distance between atoms i and j. The density at atom i is

ρ_i = Σ_{j≠i} f_{s(j)}(r_ij).

```lean
/-- The total embedded-atom energy: embedding energies plus half the sum of the pair
potentials over ordered pairs of different atoms. -/
def Model.energy (P : Model S) (s : ι → S) (x : ι → X) : ℝ :=
  ∑ i, P.F (s i) (P.density s x i)
    + 1 / 2 * ∑ i, ∑ j ∈ univ.erase i, P.phi (s i) (s j) (dist (x i) (x j))
```

The factor 1/2 compensates for counting each pair twice. There are no periodic images.

```lean
/-- The Johnson site energy of atom `i`: its embedding energy plus half its own elemental pair
potential to each neighbour, weighted by the ratio of neighbour density to own density.
It is meant for an own density that is nonzero at the neighbour distances. -/
def Model.siteEnergy (P : Model S) (s : ι → S) (x : ι → X) (i : ι) : ℝ :=
  P.F (s i) (P.density s x i)
    + 1 / 2 * ∑ j ∈ univ.erase i, P.f (s j) (dist (x i) (x j))
        / P.f (s i) (dist (x i) (x j)) * P.phi (s i) (s i) (dist (x i) (x j))
```

With w_ij = [f_{s(j)}(r_ij)/f_{s(i)}(r_ij)] φ_{s(i)s(i)}(r_ij), the site energy is

E_i = F_{s(i)}(ρ_i) + ½ Σ_{j≠i} w_ij.

```lean
/-- If Johnson's rule holds at all interatomic distances, the total energy is the sum of the
Johnson site energies. -/
theorem energy_eq_sum_siteEnergy (P : Model S) (s : ι → S) (x : ι → X)
    (hJ : ∀ i j, i ≠ j → P.JohnsonAt (dist (x i) (x j))) :
    P.energy s x = ∑ i, P.siteEnergy s x i := by
  let w : ι → ι → ℝ := fun i j => P.f (s j) (dist (x i) (x j))
    / P.f (s i) (dist (x i) (x j)) * P.phi (s i) (s i) (dist (x i) (x j))
  -- Johnson's rule splits each pair potential into two parts, in general unequal, one per atom
  have hb : ∑ i, ∑ j ∈ univ.erase i, P.phi (s i) (s j) (dist (x i) (x j))
      = ∑ i, ∑ j ∈ univ.erase i, (1 / 2 * w i j + 1 / 2 * w j i) := by
    refine sum_congr rfl fun i _ => sum_congr rfl fun j hj => ?_
    rw [(hJ i j (ne_of_mem_erase hj).symm).2 (s i) (s j)]
    simp only [w, Model.johnsonPair, dist_comm (x j) (x i)]
    ring
  have hswap : ∑ i, ∑ j ∈ univ.erase i, w j i = ∑ i, ∑ j ∈ univ.erase i, w i j := by
    refine sum_comm' fun i j => ?_
    simp only [mem_univ, mem_erase, true_and, and_true]
    exact ne_comm
  simp only [sum_add_distrib, ← mul_sum] at hb
  rw [hswap] at hb
  simp only [Model.energy, Model.siteEnergy, sum_add_distrib, ← mul_sum]
  rw [hb]
  simp only [w]
  ring
```

Johnson's rule says φ_{s(i)s(j)}(r_ij) = (w_ij + w_ji)/2. Exchanging i and j in the double sum (`hswap`) shows that both halves contribute equally, so

½ Σ_i Σ_{j≠i} φ_{s(i)s(j)}(r_ij) = Σ_i ½ Σ_{j≠i} w_ij.

Adding the embedding energies gives Σ_i E_i. The hypothesis excludes clusters with pairs beyond a cutoff where densities vanish.

```lean
/-- If the density function of atom `i` is nonzero at the distances to all other atoms, its
Johnson site energy is unchanged by the transformation. -/
theorem siteEnergy_gauge (P : Model S) (c : S → ℝ) (s : ι → S) (x : ι → X) (i : ι)
    (hf : ∀ j, j ≠ i → P.f (s i) (dist (x i) (x j)) ≠ 0) :
    (P.gauge c).siteEnergy s x i = P.siteEnergy s x i := by
  -- the pair term loses exactly what the embedding term gains
  have hs : ∑ j ∈ univ.erase i, P.f (s j) (dist (x i) (x j))
        / P.f (s i) (dist (x i) (x j)) * (P.gauge c).phi (s i) (s i) (dist (x i) (x j))
      = ∑ j ∈ univ.erase i, P.f (s j) (dist (x i) (x j))
        / P.f (s i) (dist (x i) (x j)) * P.phi (s i) (s i) (dist (x i) (x j))
        - 2 * c (s i) * P.density s x i := by
    unfold Model.density
    rw [mul_sum, ← sum_sub_distrib]
    refine sum_congr rfl fun j hj => ?_
    have h1 := div_mul_cancel₀ (P.f (s j) (dist (x i) (x j))) (hf j (ne_of_mem_erase hj))
    simp only [Model.gauge]
    linear_combination (-2 * c (s i)) * h1
  change P.F (s i) (P.density s x i) + c (s i) * P.density s x i
    + 1 / 2 * ∑ j ∈ univ.erase i, P.f (s j) (dist (x i) (x j))
        / P.f (s i) (dist (x i) (x j)) * (P.gauge c).phi (s i) (s i) (dist (x i) (x j))
    = P.siteEnergy s x i
  rw [hs]
  unfold Model.siteEnergy
  ring
```

The change sends w_ij to w_ij − 2c_{s(i)} f_{s(j)}(r_ij). Half the sum over j therefore loses c_{s(i)} ρ_i (`hs`), which is what the embedding term gains. This needs only nonzero densities, not Johnson's rule.

The total energy is unchanged even without Johnson's rule or nonzero densities: the embedding terms gain Σ_i c_{s(i)} ρ_i in all, and half the double sum of pair potentials loses the same amount. This general fact is not among the theorems here. What Johnson's rule adds is that cross potentials built from the changed elemental potentials are the correctly changed ones, so the choice of the constants c_A does not affect the alloy energy. The relative scale of the densities is a different matter: multiplying f_A alone by a constant in general changes J_AB.

## A model that obeys the rule

```lean
/-- A model with square-root embedding whose species are labelled by the decay rate of their
exponential density; the pair potentials are products of two densities. -/
def exponentialModel : Model ℝ where
  F _ ρ := -Real.sqrt ρ
  f A r := Real.exp (-A * r)
  phi A B r := Real.exp (-A * r) * Real.exp (-B * r)
```

Here a species is a real number A, with f_A(r) = exp(−Ar), φ_AB = f_A f_B and F_A(ρ) = −√ρ, in dimensionless units. Positive A gives decaying densities.

```lean
/-- The exponential model obeys Johnson's rule at every distance. -/
theorem johnsonAt_witness (r : ℝ) : exponentialModel.JohnsonAt r := by
  refine ⟨fun A => Real.exp_ne_zero _, fun A B => ?_⟩
  have h1 := div_mul_cancel₀ (Real.exp (-B * r)) (Real.exp_ne_zero (-A * r))
  have h2 := div_mul_cancel₀ (Real.exp (-A * r)) (Real.exp_ne_zero (-B * r))
  simp only [Model.johnsonPair, exponentialModel]
  linear_combination (-Real.exp (-A * r) / 2) * h1 + (-Real.exp (-B * r) / 2) * h2

end

end EmbeddedAtomAlloy
```

Substitution gives J_AB = (f_B f_A + f_A f_B)/2 = f_A f_B = φ_AB, at every r.

```lean
#print axioms EmbeddedAtomAlloy.johnsonAt_iff_exists_gauge
#print axioms EmbeddedAtomAlloy.mixing_weights_unique
#print axioms EmbeddedAtomAlloy.energy_eq_sum_siteEnergy
#print axioms EmbeddedAtomAlloy.siteEnergy_gauge
```

```
'EmbeddedAtomAlloy.johnsonAt_iff_exists_gauge' depends on axioms: [propext, Classical.choice, Quot.sound]
'EmbeddedAtomAlloy.mixing_weights_unique' depends on axioms: [propext, Classical.choice, Quot.sound]
'EmbeddedAtomAlloy.energy_eq_sum_siteEnergy' depends on axioms: [propext, Classical.choice, Quot.sound]
'EmbeddedAtomAlloy.siteEnergy_gauge' depends on axioms: [propext, Classical.choice, Quot.sound]
```
